# Current conservation forces |det M11| = |det M22| ≥ 1 for the diagonal blocks of a flux-normalised transfer matrix

## One channel in each direction

An electron wave passes through a scatterer in a wire with one right-moving and one left-moving channel. The transfer matrix M takes the two amplitudes on the left, right-mover first, to the two amplitudes on the right:

M = [[a, b], [c, d]]

Amplitudes are flux-normalised, so the current is the squared modulus of the right-moving amplitude minus that of the left-moving one. If the current is the same on both sides for every incoming wave, the entries satisfy

|d|² = 1 + |c|²

b conj(d) = a conj(c)

Multiply det M = ad − bc by conj(d) and use both relations:

det M · conj(d) = a|d|² − c b conj(d) = a(|d|² − |c|²) = a

The first relation also gives |d| ≥ 1. For a wave of unit amplitude sent in from the right, no right-mover enters on the left, and the left-moving amplitude there is the transmitted one, t'. The second row of M then reads 1 = d t', so t' = 1/d, and the bound says that no more than the incident current gets through.

## Any finite number of channels

Let there be m right-moving and n left-moving channels, the same numbers on both sides; the textbook case is m = n. Split M into blocks M11, M12, M21, M22, with right-movers first. Write ᴴ for the conjugate transpose and Z = diag(1, −1) for the matrix of current signs. Current conservation is

Mᴴ Z M = Z

The claim is that det M11 = det M · conj(det M22) and |det M11| = |det M22| ≥ 1.

**Block relations.** Since Z² = 1, multiplying by Z from the left gives (Z Mᴴ Z) M = 1. A left inverse of a square matrix is also a right inverse, so M Z Mᴴ Z = 1, and hence M Z Mᴴ = Z. Two of its blocks read

M12 M22ᴴ = M11 M21ᴴ

M22 M22ᴴ = 1 + M21 M21ᴴ

**Determinant identity.** Multiply M by a block triangular matrix:

M · [[1, −M21ᴴ], [0, M22ᴴ]] = [[M11, −M11 M21ᴴ + M12 M22ᴴ], [M21, −M21 M21ᴴ + M22 M22ᴴ]] = [[M11, 0], [M21, 1]]

Taking determinants gives det M · conj(det M22) = det M11.

**Equal moduli.** The determinant of the conservation law is conj(det M) · det Z · det M = det Z. As det Z ≠ 0, |det M| = 1, and so |det M11| = |det M22|.

**Lower bound.** Put A = M21, and let (1 + A Aᴴ)v = λv with v ≠ 0. Taking the inner product with v,

λ‖v‖² = ‖v‖² + ‖Aᴴv‖²

so λ ≥ 1. For numbers λᵢ ≥ 1,

∏ λᵢ ≥ 1 + Σ (λᵢ − 1)

by induction: if P is a partial product with P ≥ 1 + S and S ≥ 0, then a further factor λ gives λP = P + (λ − 1)P ≥ 1 + S + (λ − 1). The trace gives Σ λᵢ = n + Σ |Aᵢⱼ|². Therefore

|det M22|² = det(1 + M21 M21ᴴ) ≥ 1 + Σ |(M21)ᵢⱼ|² ≥ 1

**Equality.** If |det M22| = 1, the sum is zero and M21 = 0. Conversely, M21 = 0 gives M22 M22ᴴ = 1 and |det M22| = 1. For waves u sent in from the left, no left-mover enters on the right, so the reflected amplitudes r satisfy M21 u + M22 r = 0. As det M22 ≠ 0, the reflection matrix is −M22⁻¹ M21, and equality means no reflection of these waves.

For elastic transport of non-interacting electrons through finitely many open channels, the equality |det M11| = |det M22| can be used to test a computed flux-normalised transfer matrix. It is a necessary condition for current conservation, not a sufficient one: for m = n ≥ 1, the matrix M = 2·1 satisfies it but does not conserve current.

## The current metric and the conservation law in Lean

```lean
import Mathlib

open Matrix ComplexConjugate

namespace TransferMatrixDeterminant
```

In the code `m` and `n` are finite index types, not numbers; their sizes are the channel counts. The disjoint union `m ⊕ n` labels all channels, right-movers first.

```lean
/-- The current metric `Z = diag(1, -1)`: right-moving channels `m` carry current `+1`,
left-moving channels `n` carry current `-1`. -/
def currentMetric (m n : Type*) [DecidableEq m] [DecidableEq n] :
    Matrix (m ⊕ n) (m ⊕ n) ℂ :=
  fromBlocks 1 0 0 (-1)
```

The entries ±1 fix the flux normalisation. Evanescent modes do not fit this diagonal form, so only propagating channels are described.

```lean
variable {m n : Type*} [Fintype m] [DecidableEq m] [Fintype n] [DecidableEq n]

/-- A transfer matrix conserves current when `Mᴴ Z M = Z`. -/
def ConservesCurrent (M : Matrix (m ⊕ n) (m ⊕ n) ℂ) : Prop :=
  Mᴴ * currentMetric m n * M = currentMetric m n
```

`ConservesCurrent M` is the equation Mᴴ Z M = Z, and the theorems on M assume it. Deriving such an M from a wave equation, with flux-normalised modes at both ends, is the step that connects the model to a real conductor.

## From the conservation law to the determinant identity

```lean
/-- The current metric squares to the identity. -/
theorem currentMetric_mul_self : currentMetric m n * currentMetric m n = 1 := by
  simp [currentMetric, fromBlocks_multiply]
```

The next lemma reverses the order of the factors. `mul_eq_one_comm` turns the left inverse Z Mᴴ Z into a right inverse, and `fromBlocks_inj` then compares M Z Mᴴ = Z block by block. `M.toBlocks₂₁` is M21, and similarly for the other blocks.

```lean
/-- For a current-conserving transfer matrix, `M12 M22ᴴ = M11 M21ᴴ` and
`M22 M22ᴴ = 1 + M21 M21ᴴ`. -/
theorem block_relations {M : Matrix (m ⊕ n) (m ⊕ n) ℂ} (h : ConservesCurrent M) :
    M.toBlocks₁₂ * M.toBlocks₂₂ᴴ = M.toBlocks₁₁ * M.toBlocks₂₁ᴴ ∧
      M.toBlocks₂₂ * M.toBlocks₂₂ᴴ = 1 + M.toBlocks₂₁ * M.toBlocks₂₁ᴴ := by
  have h0 : Mᴴ * currentMetric m n * M = currentMetric m n := h
  -- `Z Mᴴ Z` is a left inverse of `M`, hence also a right inverse
  have h1 : (currentMetric m n * Mᴴ * currentMetric m n) * M = 1 := by
    calc _ = currentMetric m n * (Mᴴ * currentMetric m n * M) := by
          simp only [Matrix.mul_assoc]
      _ = 1 := by rw [h0, currentMetric_mul_self]
  have h2 : M * (currentMetric m n * Mᴴ * currentMetric m n) = 1 := mul_eq_one_comm.mp h1
  have h3 : M * currentMetric m n * Mᴴ = currentMetric m n := by
    calc M * currentMetric m n * Mᴴ
        = M * currentMetric m n * Mᴴ * (currentMetric m n * currentMetric m n) := by
          rw [currentMetric_mul_self, Matrix.mul_one]
      _ = (M * (currentMetric m n * Mᴴ * currentMetric m n)) * currentMetric m n := by
          simp only [Matrix.mul_assoc]
      _ = currentMetric m n := by rw [h2, Matrix.one_mul]
  -- read off the blocks of `M Z Mᴴ = Z`
  rw [← fromBlocks_toBlocks M] at h3
  simp only [currentMetric, fromBlocks_conjTranspose, fromBlocks_multiply, fromBlocks_inj,
    Matrix.mul_zero, Matrix.mul_one, Matrix.mul_neg, Matrix.neg_mul, zero_add, add_zero] at h3
  obtain ⟨-, e12, -, e22⟩ := h3
  constructor
  · exact (sub_eq_zero.mp (by rw [sub_eq_add_neg]; exact e12)).symm
  · calc M.toBlocks₂₂ * M.toBlocks₂₂ᴴ
        = M.toBlocks₂₁ * M.toBlocks₂₁ᴴ
          - (M.toBlocks₂₁ * M.toBlocks₂₁ᴴ + -(M.toBlocks₂₂ * M.toBlocks₂₂ᴴ)) := by abel
      _ = 1 + M.toBlocks₂₁ * M.toBlocks₂₁ᴴ := by rw [e22]; abel
```

To obtain |det M| = 1, the proof takes the determinant of the conservation law and uses that det Z is nonzero, which follows from Z² = 1. Cancelling it leaves `star M.det * M.det = 1`; the norm `‖·‖` of a complex number is its modulus.

```lean
/-- The determinant of a current-conserving transfer matrix is a pure phase. -/
theorem norm_det_eq_one {M : Matrix (m ⊕ n) (m ⊕ n) ℂ} (h : ConservesCurrent M) :
    ‖M.det‖ = 1 := by
  have hz : (currentMetric m n).det ≠ 0 := by
    intro h0
    have h1 := congrArg Matrix.det (currentMetric_mul_self (m := m) (n := n))
    rw [det_mul, h0, det_one, mul_zero] at h1
    exact zero_ne_one h1
  have d : (Mᴴ * currentMetric m n * M).det = (currentMetric m n).det := congrArg Matrix.det h
  rw [det_mul, det_mul, det_conjTranspose] at d
  have e : star M.det * M.det = 1 := mul_left_cancel₀ hz (by linear_combination d)
  have e' := congrArg norm e
  rw [norm_mul, norm_star, norm_one] at e'
  exact (mul_self_eq_one_iff.mp e').resolve_right
    (fun h1 => by linarith [norm_nonneg M.det])
```

In the identity itself, `key` is the triangular product from the derivation. The second factor and the product are block triangular, so their determinants are products of those of their diagonal blocks. No block is inverted.

```lean
/-- For a current-conserving transfer matrix, `det M11 = det M · conj (det M22)`. -/
theorem det_block_identity {M : Matrix (m ⊕ n) (m ⊕ n) ℂ} (h : ConservesCurrent M) :
    M.toBlocks₁₁.det = M.det * conj M.toBlocks₂₂.det := by
  obtain ⟨h12, h22⟩ := block_relations h
  have e : -(M.toBlocks₂₁ * M.toBlocks₂₁ᴴ) + (1 + M.toBlocks₂₁ * M.toBlocks₂₁ᴴ) = 1 := by
    abel
  -- a block triangular factor turns `M` into a block triangular matrix
  have key : fromBlocks M.toBlocks₁₁ M.toBlocks₁₂ M.toBlocks₂₁ M.toBlocks₂₂ *
      fromBlocks 1 (-M.toBlocks₂₁ᴴ) 0 M.toBlocks₂₂ᴴ =
      fromBlocks M.toBlocks₁₁ 0 M.toBlocks₂₁ 1 := by
    rw [fromBlocks_multiply, h12, h22]
    simp only [Matrix.mul_neg, Matrix.mul_one, Matrix.mul_zero, add_zero, neg_add_cancel, e]
  have d := congrArg Matrix.det key
  rw [fromBlocks_toBlocks M] at d
  simp only [det_mul, det_fromBlocks_zero₂₁, det_fromBlocks_zero₁₂, det_conjTranspose,
    det_one, one_mul, mul_one] at d
  exact d.symm
```

## Eigenvalues and the lower bound

The equation `e` below is the inner product of the eigenvalue equation with v, and `e'` is its real form in sums of squared moduli. Assuming x < 1 then contradicts v ≠ 0.

```lean
omit [DecidableEq m] in
/-- Every real eigenvalue of `1 + A Aᴴ` with a nonzero eigenvector is at least one. -/
theorem one_le_eigenvalue (A : Matrix n m ℂ) {v : n → ℂ} (hv0 : v ≠ 0) {x : ℝ}
    (hv : (1 + A * Aᴴ) *ᵥ v = x • v) : 1 ≤ x := by
  have e : (x : ℂ) * (star v ⬝ᵥ v) = star v ⬝ᵥ v + star (Aᴴ *ᵥ v) ⬝ᵥ (Aᴴ *ᵥ v) := by
    have h1 := congrArg (fun w => star v ⬝ᵥ w) hv
    simp only [Matrix.add_mulVec, Matrix.one_mulVec, dotProduct_add, dotProduct_smul] at h1
    rw [Matrix.star_mulVec, conjTranspose_conjTranspose, ← Matrix.dotProduct_mulVec,
      Matrix.mulVec_mulVec, h1, Complex.real_smul]
  simp only [dotProduct, Pi.star_apply, RCLike.star_def, Complex.conj_mul'] at e
  have e' : x * ∑ i, ‖v i‖ ^ 2 = ∑ i, ‖v i‖ ^ 2 + ∑ j, ‖(Aᴴ *ᵥ v) j‖ ^ 2 := by
    exact_mod_cast e
  obtain ⟨j, hj⟩ := Function.ne_iff.mp hv0
  have hj' : 0 < ‖v j‖ := norm_pos_iff.mpr hj
  have hp : 0 < ∑ i, ‖v i‖ ^ 2 :=
    Finset.sum_pos' (fun i _ => sq_nonneg _) ⟨j, Finset.mem_univ j, by positivity⟩
  have hq : 0 ≤ ∑ j, ‖(Aᴴ *ᵥ v) j‖ ^ 2 := Finset.sum_nonneg (fun i _ => sq_nonneg _)
  by_contra hx
  nlinarith [mul_pos (sub_pos.mpr (not_le.mp hx)) hp]
```

The determinant bound combines three facts: `hdet` writes the determinant as a product of eigenvalues, `htr'` evaluates their sum through the trace, and `hprod` is the product inequality, proved by induction over finite sets of indices. The statement uses the real part `.re` because Lean's determinant is a complex number; `hdet` shows that it is in fact real.

```lean
omit [DecidableEq m] in
/-- The real part of the determinant of `1 + A Aᴴ` is at least one plus the sum of all `|A i j|²`.
-/
theorem one_add_sum_le_det (A : Matrix n m ℂ) :
    1 + ∑ i, ∑ j, ‖A i j‖ ^ 2 ≤ (1 + A * Aᴴ).det.re := by
  have hH : (1 + A * Aᴴ).IsHermitian := by
    simp [Matrix.IsHermitian, conjTranspose_add, conjTranspose_mul]
  have ev : ∀ i, 1 ≤ hH.eigenvalues i := fun i => by
    refine one_le_eigenvalue A (fun h0 => ?_) (hH.mulVec_eigenvectorBasis i)
    apply hH.eigenvectorBasis.orthonormal.ne_zero i
    ext j
    exact congrFun h0 j
  have hdet : (1 + A * Aᴴ).det = ((∏ i, hH.eigenvalues i : ℝ) : ℂ) := by
    rw [Complex.ofReal_prod]
    exact hH.det_eq_prod_eigenvalues
  have htr : ((∑ i, hH.eigenvalues i : ℝ) : ℂ) =
      ((Fintype.card n + ∑ i, ∑ j, ‖A i j‖ ^ 2 : ℝ) : ℂ) := by
    rw [Complex.ofReal_sum]
    refine hH.trace_eq_sum_eigenvalues.symm.trans ?_
    rw [Matrix.trace_add, Matrix.trace_one]
    simp [Matrix.trace, Matrix.mul_apply, Complex.mul_conj']
  have htr' := Complex.ofReal_injective htr
  -- a product of numbers `≥ 1` dominates one plus the sum of their excesses
  have hprod : ∀ s : Finset n,
      1 + ∑ i ∈ s, (hH.eigenvalues i - 1) ≤ ∏ i ∈ s, hH.eigenvalues i := by
    intro s
    induction s using Finset.induction_on with
    | empty => simp
    | insert a s ha ih =>
      rw [Finset.sum_insert ha, Finset.prod_insert ha]
      have hs : 0 ≤ ∑ i ∈ s, (hH.eigenvalues i - 1) :=
        Finset.sum_nonneg (fun i _ => sub_nonneg.mpr (ev i))
      have hP : 0 ≤ ∏ i ∈ s, hH.eigenvalues i - 1 := by linarith
      nlinarith [mul_nonneg (sub_nonneg.mpr (ev a)) hP]
  have hfin := hprod Finset.univ
  have hsum : ∑ i, (hH.eigenvalues i - 1) = ∑ i, hH.eigenvalues i - Fintype.card n := by
    simp [Finset.sum_sub_distrib]
  rw [hdet, Complex.ofReal_re]
  linarith
```

Setting A = M21 and replacing 1 + M21 M21ᴴ by M22 M22ᴴ turns this into a bound on |det M22|².

```lean
/-- For a current-conserving transfer matrix, `|det M22|²` is at least one plus the sum of
the squared moduli of the entries of `M21`. -/
theorem one_add_sum_le_norm_det_sq {M : Matrix (m ⊕ n) (m ⊕ n) ℂ} (h : ConservesCurrent M) :
    1 + ∑ i, ∑ j, ‖M.toBlocks₂₁ i j‖ ^ 2 ≤ ‖M.toBlocks₂₂.det‖ ^ 2 := by
  have b := one_add_sum_le_det M.toBlocks₂₁
  have e : M.toBlocks₂₂.det * star M.toBlocks₂₂.det =
      ((‖M.toBlocks₂₂.det‖ ^ 2 : ℝ) : ℂ) := by
    rw [Complex.ofReal_pow]
    exact Complex.mul_conj' _
  rwa [← (block_relations h).2, det_mul, det_conjTranspose, e, Complex.ofReal_re] at b
```

## The diagonal blocks and the reflectionless case

The main theorem says that, for every current-conserving M, the determinant identity holds, the two moduli agree, and |det M22| is at least one. The second part takes the modulus of the identity and uses |det M| = 1; the third discards the non-negative sum in the previous bound.

```lean
/-- Main theorem: if a transfer matrix conserves current, then
`det M11 = det M · conj (det M22)` and `|det M11| = |det M22| ≥ 1`. -/
theorem det_diagonal_blocks {M : Matrix (m ⊕ n) (m ⊕ n) ℂ} (h : ConservesCurrent M) :
    M.toBlocks₁₁.det = M.det * conj M.toBlocks₂₂.det ∧
      ‖M.toBlocks₁₁.det‖ = ‖M.toBlocks₂₂.det‖ ∧ 1 ≤ ‖M.toBlocks₂₂.det‖ := by
  refine ⟨det_block_identity h, ?_, ?_⟩
  · rw [det_block_identity h, norm_mul, norm_det_eq_one h, one_mul, RCLike.norm_conj]
  · have b := one_add_sum_le_norm_det_sq h
    have hs : 0 ≤ ∑ i, ∑ j, ‖M.toBlocks₂₁ i j‖ ^ 2 :=
      Finset.sum_nonneg (fun i _ => Finset.sum_nonneg (fun j _ => sq_nonneg _))
    by_contra hlt
    nlinarith [norm_nonneg M.toBlocks₂₂.det, not_le.mp hlt]
```

The equality case is an equivalence. In one direction, the squared modulus of each entry of M21 is at most the total sum, which is now at most zero. In the other, the determinant of the second block relation gives |det M22|² = 1.

```lean
/-- For a current-conserving transfer matrix, `|det M22| = 1` exactly when the block `M21`,
which couples right-movers into left-movers, vanishes. -/
theorem norm_det_eq_one_iff {M : Matrix (m ⊕ n) (m ⊕ n) ℂ} (h : ConservesCurrent M) :
    ‖M.toBlocks₂₂.det‖ = 1 ↔ M.toBlocks₂₁ = 0 := by
  constructor
  · intro h1
    have b := one_add_sum_le_norm_det_sq h
    rw [h1] at b
    ext i j
    -- each squared modulus is bounded by the total sum, which is at most zero
    have b1 : ‖M.toBlocks₂₁ i j‖ ^ 2 ≤ ∑ l, ‖M.toBlocks₂₁ i l‖ ^ 2 :=
      Finset.single_le_sum (f := fun l => ‖M.toBlocks₂₁ i l‖ ^ 2)
        (fun _ _ => sq_nonneg _) (Finset.mem_univ j)
    have b2 : ∑ l, ‖M.toBlocks₂₁ i l‖ ^ 2 ≤ ∑ k, ∑ l, ‖M.toBlocks₂₁ k l‖ ^ 2 :=
      Finset.single_le_sum (f := fun k => ∑ l, ‖M.toBlocks₂₁ k l‖ ^ 2)
        (fun _ _ => Finset.sum_nonneg (fun _ _ => sq_nonneg _)) (Finset.mem_univ i)
    have b3 : ‖M.toBlocks₂₁ i j‖ ^ 2 = 0 := le_antisymm (by linarith) (sq_nonneg _)
    exact norm_eq_zero.mp ((pow_eq_zero_iff two_ne_zero).mp b3)
  · intro h0
    have d := congrArg (fun X => ‖Matrix.det X‖) (block_relations h).2
    simp only [h0, Matrix.zero_mul, add_zero, det_mul, det_conjTranspose, norm_mul,
      norm_star, det_one, norm_one] at d
    exact (mul_self_eq_one_iff.mp d).resolve_right
      (fun h1 => by linarith [norm_nonneg M.toBlocks₂₂.det])
```

The last theorem supplies an explicit family with equal numbers of right- and left-movers. For real x, the blocks cosh x · 1 and sinh x · 1 conserve current because cosh² x − sinh² x = 1. With at least one channel in each direction and x ≠ 0, M21 is nonzero and the inequality is strict.

```lean
/-- The hyperbolic rotation with diagonal blocks `cosh x` and off-diagonal blocks `sinh x` conserves
current, for every real `x` and equal finite numbers of right- and left-movers. -/
theorem conservesCurrent_witness (x : ℝ) :
    ConservesCurrent (fromBlocks ((Real.cosh x : ℂ) • 1) ((Real.sinh x : ℂ) • 1)
      ((Real.sinh x : ℂ) • 1) ((Real.cosh x : ℂ) • 1) : Matrix (n ⊕ n) (n ⊕ n) ℂ) := by
  have r : (Real.cosh x : ℂ) ^ 2 = (Real.sinh x : ℂ) ^ 2 + 1 := by
    exact_mod_cast Real.cosh_sq x
  have hc : star (Real.cosh x : ℂ) = (Real.cosh x : ℂ) := Complex.conj_ofReal _
  have hs : star (Real.sinh x : ℂ) = (Real.sinh x : ℂ) := Complex.conj_ofReal _
  unfold ConservesCurrent
  generalize (Real.cosh x : ℂ) = c at *
  generalize (Real.sinh x : ℂ) = s at *
  have r1 : c * c - s * s = 1 := by linear_combination r
  have r2 : s * s - c * c = -1 := by linear_combination -r
  simp only [currentMetric, fromBlocks_conjTranspose, fromBlocks_multiply, fromBlocks_inj,
    conjTranspose_smul, conjTranspose_one, hc, hs, Matrix.mul_one,
    Matrix.mul_zero, Matrix.mul_neg, Matrix.mul_smul,
    add_zero, zero_add]
  refine ⟨?_, ?_, ?_, ?_⟩
  · linear_combination (norm := module) r1 • (1 : Matrix n n ℂ)
  · module
  · module
  · linear_combination (norm := module) r2 • (1 : Matrix n n ℂ)

end TransferMatrixDeterminant
```

```lean
#print axioms TransferMatrixDeterminant.det_diagonal_blocks
#print axioms TransferMatrixDeterminant.norm_det_eq_one_iff
```

```
'TransferMatrixDeterminant.det_diagonal_blocks' depends on axioms: [propext, Classical.choice, Quot.sound]
'TransferMatrixDeterminant.norm_det_eq_one_iff' depends on axioms: [propext, Classical.choice, Quot.sound]
```

## Reflection determinants of a unitary scattering matrix

The same multiplication works for a scattering matrix S, which takes flux-normalised incoming amplitudes to outgoing ones and satisfies S Sᴴ = 1. Its diagonal blocks S11 and S22 are the reflection matrices of the left and right leads. They are square when each lead has as many incoming as outgoing channels, which is assumed here. Unitarity gives S11 S21ᴴ + S12 S22ᴴ = 0 and S21 S21ᴴ + S22 S22ᴴ = 1, so

S · [[1, S21ᴴ], [0, S22ᴴ]] = [[S11, 0], [S21, 1]]

and det S11 = det S · conj(det S22). The moduli are again equal, but the bound is reversed: S22 S22ᴴ = 1 − S21 S21ᴴ has eigenvalues between 0 and 1, hence |det S11| = |det S22| ≤ 1. This variant, like the formulas for transmission and reflection amplitudes above, is derived here in ordinary algebra and has no Lean proof in the code shown.
